# A product of dimer singlets is an eigenvector of the spin-1/2 Heisenberg Hamiltonian exactly when the couplings between every two dimers balance

**Q:** Suppose I put spins into singlet pairs, add a weak bond between two pairs, and still treat the product as an eigenstate. The mean energy gives no warning, because the new bond has zero expectation value in that state. Yet the state now evolves into something else. Which couplings are harmless?

**A:** Those that balance. Call the ends of dimer $d$ $d0$ and $d1$, let $K_{ij}=K_{ji}$ be real, and take $H=\sum_{i<j}K_{ij}\,\mathbf s_i\cdot\mathbf s_j$ with $\hbar=1$. The singlet product $\Psi$ is an eigenvector if and only if, for all $d\neq e$,
$$M_{de}=K_{d0,e0}+K_{d1,e1}-K_{d0,e1}-K_{d1,e0}=0.$$

**Q:** Show me by hand.

**A:** A singlet has total spin zero, so $\mathbf s_{d1}\Psi=-\mathbf s_{d0}\Psi$. Inside a dimer this gives $\mathbf s_{d0}\cdot\mathbf s_{d1}\Psi=-\mathbf s_{d0}^2\Psi=-\tfrac34\Psi$. Between dimers, set $X_{de}=\mathbf s_{d0}\cdot\mathbf s_{e0}\Psi$. Spins on different sites commute, so either one can act first on $\Psi$. Moving one end from 0 to 1 changes the sign, and moving both restores it:
$$\mathbf s_{d0}\cdot\mathbf s_{e1}\Psi=\mathbf s_{d1}\cdot\mathbf s_{e0}\Psi=-X_{de},\qquad \mathbf s_{d1}\cdot\mathbf s_{e1}\Psi=X_{de}.$$
Summing all bonds, with each pair of dimers counted once,
$$H\Psi=-\tfrac34\sum_d K_{d0,d1}\,\Psi+\sum_{\{d,e\}}M_{de}X_{de}.$$
If every $M_{de}$ vanishes, $\Psi$ is an eigenvector.

**Q:** Could nonzero terms cancel between different pairs of dimers?

**A:** No. Take the configuration $c$ with $d$ up-up, $e$ down-down and all other dimers up-down. There $\Psi(c)=0$. An exchange that misses $d$ or $e$ leaves a parallel pair, so it contributes nothing. In $X_{de}(c)$ only the double flip survives. Its matrix element is $\tfrac12$, and it leads to $d$ down-up and $e$ up-down, where the unnormalised amplitude is $-1$. Hence $(H\Psi)(c)=-\tfrac12M_{de}$, and an eigenvector requires this to be zero. For $n$ dimers, normalisation multiplies both amplitudes by $2^{-n/2}$.

**Q:** Does the code describe these spins, or some abstract substitute?

**A:** These spins. A `Site` is a dimer and an end, and a `State` assigns a complex amplitude to each configuration, with 0 for up and 1 for down. `spin a i` applies the usual spin-1/2 matrix at site `i`.

In Lean 4 with Mathlib:

```lean
import Mathlib

open Finset

namespace DimerSingletCriterion

noncomputable section

/-- A site is a dimer together with one of its two ends. -/
abbrev Site (D : Type*) := D × Fin 2

/-- A many-spin state: an amplitude for each configuration (0 is up, 1 is down). -/
abbrev State (V : Type*) := (V → Fin 2) → ℂ

/-- The three spin-1/2 matrices, in units of the reduced Planck constant. -/
def spinMatrix : Fin 3 → Matrix (Fin 2) (Fin 2) ℂ :=
  ![!![0, 1/2; 1/2, 0], !![0, -Complex.I/2; Complex.I/2, 0], !![1/2, 0; 0, -1/2]]

/-- The component `a` of the spin operator on site `i`. -/
def spin {V : Type*} [DecidableEq V] (a : Fin 3) (i : V) : Module.End ℂ (State V) where
  toFun ψ c := ∑ b, spinMatrix a (c i) b * ψ (Function.update c i b)
  map_add' ψ φ := by
    funext c
    simp only [Pi.add_apply, mul_add, sum_add_distrib]
  map_smul' r ψ := by
    funext c
    simp only [Pi.smul_apply, smul_eq_mul, RingHom.id_apply, mul_sum]
    exact sum_congr rfl fun b _ => by ring

/-- The scalar product of the spins on sites `i` and `j`. -/
def spinDot {V : Type*} [DecidableEq V] (i j : V) : Module.End ℂ (State V) :=
  ∑ a, spin a i * spin a j
```

**Q:** And double counting?

**A:** `hamiltonian` sums over ordered pairs of different sites and halves the result. The singlet is up-down minus down-up, without $1/\sqrt2$. `mismatch` is $M_{de}$, and `tripletConfig` is the configuration $c$.

```lean
/-- The Heisenberg Hamiltonian; the factor 1/2 makes each pair of sites count once. -/
def hamiltonian {V : Type*} [Fintype V] [DecidableEq V] (K : V → V → ℝ) :
    Module.End ℂ (State V) :=
  (1/2 : ℂ) • ∑ i, ∑ j, if i = j then 0 else (K i j : ℂ) • spinDot i j

/-- The unnormalised singlet amplitude of two spins. -/
def singlet : Matrix (Fin 2) (Fin 2) ℂ := !![0, 1; -1, 0]

/-- The product of singlets over all dimers. -/
def singletProduct (D : Type*) [Fintype D] : State (Site D) :=
  fun c => ∏ d, singlet (c (d, 0)) (c (d, 1))

/-- The mismatch of the four couplings between two dimers. -/
def mismatch {D : Type*} (K : Site D → Site D → ℝ) (d e : D) : ℝ :=
  K (d, 0) (e, 0) + K (d, 1) (e, 1) - K (d, 0) (e, 1) - K (d, 1) (e, 0)

/-- A configuration with dimer `d` up-up, dimer `e` down-down and the others up-down. -/
def tripletConfig {D : Type*} [DecidableEq D] (d e : D) : Site D → Fin 2 :=
  fun s => if s.1 = d then 0 else if s.1 = e then 1 else s.2
```

**Q:** Where is the spin algebra established?

**A:** In the next lemmas. `spinDot_comm` expands both orders of action into the same sum over spin values. `spinDot_self` gives $\mathbf s_i^2=\tfrac34$ from the squares of the three matrices.

```lean
section Spins

variable {V : Type*} [DecidableEq V]

lemma spin_apply (a : Fin 3) (i : V) (ψ : State V) (c : V → Fin 2) :
    spin a i ψ c = ∑ b, spinMatrix a (c i) b * ψ (Function.update c i b) := rfl

lemma spinDot_apply (i j : V) (ψ : State V) :
    spinDot i j ψ = ∑ a, spin a i (spin a j ψ) := by
  simp only [spinDot, LinearMap.sum_apply, Module.End.mul_apply]

/-- The scalar product of spins on two different sites is symmetric in the sites. -/
theorem spinDot_comm {i j : V} (h : i ≠ j) (ψ : State V) :
    spinDot i j ψ = spinDot j i ψ := by
  rw [spinDot_apply, spinDot_apply]
  refine sum_congr rfl fun a _ => funext fun c => ?_
  simp only [spin_apply, Fin.sum_univ_two, Function.update_of_ne h,
    Function.update_of_ne h.symm, Function.update_comm h]
  ring

lemma spinMatrix_sq (a : Fin 3) (x z : Fin 2) :
    spinMatrix a x 0 * spinMatrix a 0 z + spinMatrix a x 1 * spinMatrix a 1 z
      = if x = z then 1/4 else 0 := by
  fin_cases a <;> fin_cases x <;> fin_cases z <;> simp [spinMatrix] <;>
    first
    | linear_combination (-1/4 : ℂ) * Complex.I_sq
    | norm_num

/-- The squared spin of a single site is 3/4. -/
theorem spinDot_self (i : V) (ψ : State V) : spinDot i i ψ = (3/4 : ℂ) • ψ := by
  have key : ∀ a, spin a i (spin a i ψ) = (1/4 : ℂ) • ψ := by
    intro a
    funext c
    have hc : ψ c = ψ (Function.update c i (c i)) := by rw [Function.update_eq_self]
    have hx : ∀ x : Fin 2, 1/4 * ψ (Function.update c i x)
        = (if x = 0 then 1/4 else 0) * ψ (Function.update c i 0)
          + (if x = 1 then 1/4 else 0) * ψ (Function.update c i 1) := by
      intro x
      fin_cases x <;> simp
    simp only [spin_apply, Fin.sum_univ_two, Function.update_self, Function.update_idem,
      Pi.smul_apply, smul_eq_mul]
    rw [hc]
    linear_combination ψ (Function.update c i 0) * spinMatrix_sq a (c i) 0
      + ψ (Function.update c i 1) * spinMatrix_sq a (c i) 1 - hx (c i)
  rw [spinDot_apply, Fin.sum_univ_three, key, key, key]
  module

end Spins
```

For the sign rule, `spin_singletProduct` splits off the factor of dimer `d` and checks the remaining two-spin identity entry by entry.

```lean
variable {D : Type*} [Fintype D] [DecidableEq D]

/-- On the singlet product the two spins of a dimer act oppositely. -/
theorem spin_singletProduct (a : Fin 3) (d : D) :
    spin a (d, 1) (singletProduct D) = -spin a (d, 0) (singletProduct D) := by
  funext c
  have h0 : ∀ b, singletProduct D (Function.update c (d, 0) b) = singlet b (c (d, 1)) *
      ∏ x ∈ univ.erase d, singlet (c (x, 0)) (c (x, 1)) := by
    intro b
    unfold singletProduct
    rw [← mul_prod_erase univ _ (mem_univ d)]
    refine congrArg₂ (· * ·) (by simp) (prod_congr rfl fun x hx => ?_)
    simp [ne_of_mem_erase hx]
  have h1 : ∀ b, singletProduct D (Function.update c (d, 1) b) = singlet (c (d, 0)) b *
      ∏ x ∈ univ.erase d, singlet (c (x, 0)) (c (x, 1)) := by
    intro b
    unfold singletProduct
    rw [← mul_prod_erase univ _ (mem_univ d)]
    refine congrArg₂ (· * ·) (by simp) (prod_congr rfl fun x hx => ?_)
    simp [ne_of_mem_erase hx]
  have hm : ∀ x y : Fin 2, spinMatrix a y 0 * singlet x 0 + spinMatrix a y 1 * singlet x 1
      = -(spinMatrix a x 0 * singlet 0 y + spinMatrix a x 1 * singlet 1 y) := by
    intro x y
    fin_cases a <;> fin_cases x <;> fin_cases y <;> simp [spinMatrix, singlet] <;> ring
  simp only [Pi.neg_apply, spin_apply, Fin.sum_univ_two, h0, h1]
  linear_combination (∏ x ∈ univ.erase d, singlet (c (x, 0)) (c (x, 1))) *
    hm (c (d, 0)) (c (d, 1))

lemma spinDot_right (i : Site D) (e : D) :
    spinDot i (e, 1) (singletProduct D) = -spinDot i (e, 0) (singletProduct D) := by
  simp only [spinDot_apply, spin_singletProduct, map_neg, sum_neg_distrib]
```

`hamiltonian_singletProduct` is the formula for $H\Psi$, with the sum over ordered pairs of dimers. The case `d = e` gives the scalars; the other case collapses four bonds to one.

```lean
/-- Acting on the singlet product, the Hamiltonian gives a multiple of it plus half the sum, over
ordered pairs of distinct dimers, of the exchange between their ends labelled 0, weighted by the
mismatch of the ordered pair. -/
theorem hamiltonian_singletProduct (K : Site D → Site D → ℝ) :
    ∃ E : ℂ, hamiltonian K (singletProduct D) = E • singletProduct D +
      (1/2 : ℂ) • ∑ d, ∑ e, if d = e then 0 else
        (mismatch K d e : ℂ) • spinDot (d, 0) (e, 0) (singletProduct D) := by
  refine ⟨(1/2) * ∑ d, (-(3/4) * ((K (d, 0) (d, 1) : ℂ) + K (d, 1) (d, 0))), ?_⟩
  have happ : hamiltonian K (singletProduct D) = (1/2 : ℂ) • ∑ i, ∑ j,
      if i = j then 0 else (K i j : ℂ) • spinDot i j (singletProduct D) := by
    simp only [hamiltonian, LinearMap.smul_apply, LinearMap.sum_apply]
    refine congrArg _ (sum_congr rfl fun i _ => sum_congr rfl fun j _ => ?_)
    split_ifs <;> simp
  rw [happ]
  simp only [Fintype.sum_prod_type, Fin.sum_univ_two, ← sum_add_distrib]
  trans (1/2 : ℂ) • ∑ d, ∑ e,
    ((if d = e then -(3/4) * ((K (d, 0) (d, 1) : ℂ) + K (d, 1) (d, 0)) else 0) •
      singletProduct D + if d = e then 0 else
        (mismatch K d e : ℂ) • spinDot (d, 0) (e, 0) (singletProduct D))
  · refine congrArg _ (sum_congr rfl fun d _ => sum_congr rfl fun e _ => ?_)
    have h10 : spinDot (d, 1) (e, 0) (singletProduct D)
        = -spinDot (d, 0) (e, 0) (singletProduct D) := by
      by_cases h : d = e
      · subst h
        rw [spinDot_comm (by simp), spinDot_right]
      · rw [spinDot_comm (by simp [h]), spinDot_right, spinDot_comm (by simp [Ne.symm h])]
    by_cases h : d = e
    · -- bonds inside one dimer act as scalars
      subst h
      simp only [Prod.mk.injEq, true_and, zero_ne_one, one_ne_zero, if_true, if_false,
        h10, spinDot_right, spinDot_self]
      module
    · -- the four bonds between two dimers collapse to one
      simp only [Prod.mk.injEq, h, false_and, if_false, spinDot_right, h10, mismatch]
      push_cast
      module
  · simp only [sum_add_distrib, ← sum_smul, sum_ite_eq, mem_univ, if_true, smul_add, smul_smul]
```

**Q:** And the argument against cancellation?

**A:** `spinDot_eq_zero` handles exchanges that leave a parallel dimer untouched, and `spinDot_tripletConfig` computes the $-\tfrac12$.

```lean
lemma spinDot_eq_zero {d e f : D} (hd : f ≠ d) (he : f ≠ e) (c : Site D → Fin 2)
    (hc : c (f, 0) = c (f, 1)) : spinDot (d, 0) (e, 0) (singletProduct D) c = 0 := by
  have hs : ∀ x, singlet x x = 0 := by
    intro x
    fin_cases x <;> simp [singlet]
  have h : ∀ x y, singletProduct D
      (Function.update (Function.update c (d, 0) x) (e, 0) y) = 0 := by
    intro x y
    unfold singletProduct
    refine prod_eq_zero (mem_univ f) ?_
    simp [hd, he, hc, hs]
  simp only [spinDot_apply, Finset.sum_apply, spin_apply, h, mul_zero, sum_const_zero]

/-- Exchange between the ends labelled 0 of two distinct dimers `d` and `e` takes the singlet
product to a state with amplitude -1/2 on the configuration where `d` is up-up, `e` is down-down and
the others are up-down. -/
theorem spinDot_tripletConfig {d e : D} (h : d ≠ e) :
    spinDot (d, 0) (e, 0) (singletProduct D) (tripletConfig d e) = -1/2 := by
  have g0 : ∀ y, singletProduct D
      (Function.update (Function.update (tripletConfig d e) (d, 0) 0) (e, 0) y) = 0 := by
    intro y
    unfold singletProduct
    refine prod_eq_zero (mem_univ d) ?_
    simp [tripletConfig, h, singlet]
  have g1 : singletProduct D
      (Function.update (Function.update (tripletConfig d e) (d, 0) 1) (e, 0) 1) = 0 := by
    unfold singletProduct
    refine prod_eq_zero (mem_univ e) ?_
    simp [tripletConfig, h.symm, singlet]
  have g2 : singletProduct D
      (Function.update (Function.update (tripletConfig d e) (d, 0) 1) (e, 0) 0) = -1 := by
    unfold singletProduct
    rw [prod_eq_single d]
    · simp [tripletConfig, h, singlet]
    · intro x _ hx
      by_cases hxe : x = e <;>
        simp [tripletConfig, singlet, hx, hxe, h.symm]
    · simp
  have t0 : tripletConfig d e (d, 0) = 0 := by simp [tripletConfig]
  have t1 : ∀ x, Function.update (tripletConfig d e) (d, 0) x (e, 0) = 1 := by
    intro x
    simp [tripletConfig, h.symm]
  have hm : spinMatrix 0 0 1 * spinMatrix 0 1 0 + spinMatrix 1 0 1 * spinMatrix 1 1 0
      + spinMatrix 2 0 1 * spinMatrix 2 1 0 = 1/2 := by
    simp [spinMatrix]
    linear_combination (-1/4 : ℂ) * Complex.I_sq
  simp only [spinDot_apply, Finset.sum_apply, spin_apply, Fin.sum_univ_two,
    Fin.sum_univ_three, t0, t1, g0, g1, g2]
  linear_combination -hm
```

**Q:** What exactly does the main theorem assume and conclude?

**A:** `hK` says that a bond has one strength, whichever site is named first. `HasEigenvector` demands a nonzero state, which the proof checks on the all up-down configuration. In the forward direction, `term` evaluates every exchange at $c$, and `hK` merges the two orderings of the pair.

```lean
/-- The product of dimer singlets is an eigenvector of the Heisenberg Hamiltonian if and only if,
for any two distinct dimers, the two couplings joining equally labelled ends have the same sum as
the two joining differently labelled ends. The couplings are assumed symmetric. -/
theorem singletProduct_eigenvector_iff (K : Site D → Site D → ℝ)
    (hK : ∀ i j, K i j = K j i) :
    (∃ E : ℂ, (hamiltonian K).HasEigenvector E (singletProduct D)) ↔
      ∀ d e : D, d ≠ e →
        K (d, 0) (e, 0) + K (d, 1) (e, 1) = K (d, 0) (e, 1) + K (d, 1) (e, 0) := by
  obtain ⟨E₀, hH⟩ := hamiltonian_singletProduct K
  constructor
  · rintro ⟨E, hE⟩ d e h
    -- compare amplitudes where the singlet product vanishes
    have hd : tripletConfig d e (d, 0) = tripletConfig d e (d, 1) := by simp [tripletConfig]
    have he : tripletConfig d e (e, 0) = tripletConfig d e (e, 1) := by
      simp [tripletConfig, h.symm]
    have hz : singletProduct D (tripletConfig d e) = 0 := by
      unfold singletProduct
      refine prod_eq_zero (mem_univ d) ?_
      simp [tripletConfig, singlet]
    have term : ∀ x y : D, (if x = y then 0 else
        (mismatch K x y : ℂ) • spinDot (x, 0) (y, 0) (singletProduct D)) (tripletConfig d e)
        = (if x = d then 1 else 0) * (if y = e then -(mismatch K d e : ℂ) / 2 else 0)
        + (if x = e then 1 else 0) * (if y = d then -(mismatch K e d : ℂ) / 2 else 0) := by
      intro x y
      by_cases hxy : x = y
      · subst hxy
        by_cases hx : x = d
        · simp [hx, h]
        · simp [hx]
      · rw [if_neg hxy, Pi.smul_apply, smul_eq_mul]
        by_cases hxd : x = d
        · by_cases hye : y = e
          · rw [hxd, hye, spinDot_tripletConfig h]
            simp [h]
            ring
          · rw [spinDot_eq_zero (f := e) (by rw [hxd]; exact h.symm) (Ne.symm hye) _ he]
            simp [hxd, hye, h]
        · by_cases hyd : y = d
          · by_cases hxe : x = e
            · rw [hxe, hyd, spinDot_comm (by simp [h.symm]), spinDot_tripletConfig h]
              simp [h.symm]
              ring
            · rw [spinDot_eq_zero (f := e) (Ne.symm hxe) (by rw [hyd]; exact h.symm) _ he]
              simp [hxd, hxe]
          · rw [spinDot_eq_zero (f := d) (Ne.symm hxd) (Ne.symm hyd) _ hd]
            simp [hxd, hyd]
    have hc := congrFun (hH.symm.trans hE.apply_eq_smul) (tripletConfig d e)
    simp only [Pi.add_apply, Pi.smul_apply, Finset.sum_apply, smul_eq_mul, hz, mul_zero,
      zero_add, term, sum_add_distrib, ← mul_sum, sum_ite_eq', mem_univ, if_true] at hc
    simp only [ite_mul, one_mul, zero_mul, sum_ite_eq', mem_univ, if_true] at hc
    have hs : mismatch K e d = mismatch K d e := by
      unfold mismatch
      rw [hK (e, 0) (d, 0), hK (e, 1) (d, 1), hK (e, 0) (d, 1), hK (e, 1) (d, 0)]
      ring
    rw [hs] at hc
    have h0 : (mismatch K d e : ℂ) = 0 := by linear_combination -2 * hc
    have h1 : mismatch K d e = 0 := by exact_mod_cast h0
    unfold mismatch at h1
    linarith
  · intro h
    refine ⟨E₀, Module.End.mem_eigenspace_iff.mpr ?_, ?_⟩
    · rw [hH]
      have hzero : ∀ d e : D, (if d = e then 0 else
          (mismatch K d e : ℂ) • spinDot (d, 0) (e, 0) (singletProduct D)) = 0 := by
        intro d e
        split_ifs with hde
        · rfl
        · have hm : mismatch K d e = 0 := by
            unfold mismatch
            linarith [h d e hde]
          rw [hm, Complex.ofReal_zero, zero_smul]
      simp only [hzero, sum_const_zero, smul_zero, add_zero]
    · intro h0
      have h1 := congrFun h0 (fun s => s.2)
      simp [singletProduct, singlet] at h1
```

**Q:** So is my dimer state the ground state?

**A:** The theorem doesn't say; a balanced $K$ may put other states lower. It also concerns only isotropic exchange, finitely many dimers and no magnetic field. For such a cluster, balanced couplings provide an exact eigenstate against which a diagonalisation program can be checked.

**Q:** And my single weak bond?

**A:** It destroys the eigenstate, since $M_{de}$ then equals that one coupling up to sign. The corollary states this for the bond between the ends labelled 0.

```lean
/-- If, of the four bonds between two dimers, only the one joining the ends labelled 0 is nonzero,
and the couplings are symmetric, the product of dimer singlets is not an eigenvector. -/
theorem not_eigenvector_of_single_bond (K : Site D → Site D → ℝ)
    (hK : ∀ i j, K i j = K j i) {d e : D} (h : d ≠ e) (h00 : K (d, 0) (e, 0) ≠ 0)
    (h11 : K (d, 1) (e, 1) = 0) (h01 : K (d, 0) (e, 1) = 0) (h10 : K (d, 1) (e, 0) = 0) :
    ¬ ∃ E : ℂ, (hamiltonian K).HasEigenvector E (singletProduct D) := by
  rw [singletProduct_eigenvector_iff K hK]
  intro hall
  exact h00 (by linarith [hall d e h])

end

end DimerSingletCriterion
```
```lean
#print axioms DimerSingletCriterion.singletProduct_eigenvector_iff
-- 'DimerSingletCriterion.singletProduct_eigenvector_iff' depends on axioms: [propext, Classical.choice, Quot.sound]
#print axioms DimerSingletCriterion.not_eigenvector_of_single_bond
-- 'DimerSingletCriterion.not_eigenvector_of_single_bond' depends on axioms: [propext, Classical.choice, Quot.sound]
```
